# For an energy quadratic in strain, the strain measure fixes dB/dP at the reference volume

**Q:** I fitted energy–volume data for two very different solids, each with an energy quadratic in Eulerian strain. Both fits gave a bulk-modulus derivative of 4, and I nearly reported that as a similarity between the materials. You say the 4 was never in the data?

**A:** It came from the strain. Let $V_0>0$ be the reference volume, $B_0>0$ a stiffness, and $f(V)$ a strain with $f(V_0)=0$ and $V_0f'(V_0)=1$. Your model is $E=B_0V_0f^2/2$, up to a constant. With $P=-E'$ and $B=-V\,dP/dV=VE''$,

$$\frac{dB}{dP}=\frac{dB/dV}{dP/dV}=\frac{E''+VE'''}{-E''}=-1-V\frac{E'''}{E''}.$$

Differentiating the model gives

$$E'=B_0V_0ff',\qquad E''=B_0V_0(f'^2+ff'').$$

At $V_0$, where $f=0$ and $f'=1/V_0$, we get $E''=B_0/V_0$. The derivative of $f'^2$ is $2f'f''$, and that of $ff''$ is $f'f''$ there, so $E'''=3B_0V_0f'f''=3B_0f''$. Hence

$$\left.\frac{dB}{dP}\right|_{V_0}=-1-3V_0^2f''(V_0).$$

$B_0$ has cancelled, so no fitted stiffness can change the answer.

**Q:** Try it with numbers.

**A:** Take $f=((V/V_0)^n-1)/n$ with $n=-2/3$, which is Eulerian strain up to a constant factor. Then $f''(V_0)=(n-1)/V_0^2$. For $V_0=10$ and $B_0=6$ in consistent units, $f''(V_0)=-1/60$, $E''=0.6$ and $E'''=-0.3$. The result is $-1-10(-0.3)/0.6=4$.

**Q:** Does the Lean code use the physical definitions, or is the final formula built in?

**A:** It starts from the energy as a real function of volume.

```lean
import Mathlib

open Filter Topology

namespace StrainMeasureEquationOfState

noncomputable section
```

Pressure and bulk modulus are derivatives:

```lean
/-- Pressure `P = -dE/dV` of a solid with energy `E(V)`. -/
def pressure (E : ℝ → ℝ) (V : ℝ) : ℝ := -deriv E V

/-- Bulk modulus `B = -V dP/dV`. -/
def bulkModulus (E : ℝ → ℝ) (V : ℝ) : ℝ := -V * deriv (pressure E) V
```

$dB/dP$ is a quotient of volume derivatives. In the main theorem its denominator at $V_0$ is $-B_0/V_0$, which is nonzero.

```lean
/-- Pressure derivative of the bulk modulus, `dB/dP = (dB/dV)/(dP/dV)`,
meaningful where `dP/dV` is nonzero. -/
def bulkModulusDerivative (E : ℝ → ℝ) (V : ℝ) : ℝ :=
  deriv (bulkModulus E) V / deriv (pressure E) V

/-- Energy quadratic in the strain, `E = B0 V0 f² / 2`. -/
def strainEnergy (B0 V0 : ℝ) (f : ℝ → ℝ) (V : ℝ) : ℝ := B0 * V0 * f V ^ 2 / 2
```

**Q:** What counts as a strain?

**A:** The functions `f'` and `f''` are supplied, and the first two fields require them to be the actual derivatives throughout some neighbourhood of $V_0$; that is what `∀ᶠ V in 𝓝 V0` means. The slope condition makes $f$ the fractional volume change to first order.

```lean
/-- `f` is a strain measure about `V0` with first and second derivatives `f'` and `f''`:
it vanishes at `V0`, has `V0 f'(V0) = 1`, and `f''` is continuous at `V0`. -/
structure IsStrainMeasure (V0 : ℝ) (f f' f'' : ℝ → ℝ) : Prop where
  first : ∀ᶠ V in 𝓝 V0, HasDerivAt f (f' V) V
  second : ∀ᶠ V in 𝓝 V0, HasDerivAt f' (f'' V) V
  cont : ContinuousAt f'' V0
  zero : f V0 = 0
  slope : V0 * f' V0 = 1
```

**Q:** There is no third derivative of $f$, yet you used $E'''$.

**A:** Only at $V_0$, and there continuity of $f''$ suffices. Since $f(V_0)=0$, the difference quotient of $ff''$ is

$$\frac{f(V)}{V-V_0}\,f''(V)\longrightarrow f'(V_0)f''(V_0).$$

First come the general identities. Near $V_0$ the pressure equals $-E'$, so its slope is $-E''$; the product rule for $VE''$ then gives the quotient above. `E1`, `E2` and `E3` stand for the successive derivatives, the last at $V_0$ only.

```lean
/-- If `E` is twice differentiable near `V0`, then `dP/dV = -E''` near `V0`. -/
theorem deriv_pressure {E E1 E2 : ℝ → ℝ} {V0 : ℝ}
    (h1 : ∀ᶠ V in 𝓝 V0, HasDerivAt E (E1 V) V)
    (h2 : ∀ᶠ V in 𝓝 V0, HasDerivAt E1 (E2 V) V) :
    ∀ᶠ V in 𝓝 V0, deriv (pressure E) V = -E2 V := by
  filter_upwards [h1.eventually_nhds, h2] with V a b
  have e : pressure E =ᶠ[𝓝 V] fun W => -E1 W := by
    filter_upwards [a] with W hW
    simp only [pressure, hW.deriv]
  rw [e.deriv_eq]
  exact b.fun_neg.deriv

/-- For an energy twice differentiable near `V0` and three times at `V0`, with
`E''(V0)` nonzero, `dB/dP = -1 - V0 E'''/E''` at `V0`. -/
theorem bulkModulusDerivative_eq {E E1 E2 : ℝ → ℝ} {E3 V0 : ℝ}
    (h1 : ∀ᶠ V in 𝓝 V0, HasDerivAt E (E1 V) V)
    (h2 : ∀ᶠ V in 𝓝 V0, HasDerivAt E1 (E2 V) V)
    (h3 : HasDerivAt E2 E3 V0) (h0 : E2 V0 ≠ 0) :
    bulkModulusDerivative E V0 = -1 - V0 * E3 / E2 V0 := by
  have hP := deriv_pressure h1 h2
  -- near V0 the bulk modulus is V E''
  have hB : bulkModulus E =ᶠ[𝓝 V0] fun V => V * E2 V := by
    filter_upwards [hP] with V hV
    rw [bulkModulus, hV]
    ring
  have hd : deriv (fun V => V * E2 V) V0 = 1 * E2 V0 + V0 * E3 :=
    ((hasDerivAt_id' V0).fun_mul h3).deriv
  rw [bulkModulusDerivative, hB.deriv_eq, hd, hP.self_of_nhds, div_neg, add_div,
    one_mul, div_self h0]
  ring
```

The next lemma is the difference-quotient argument, and the one after it computes $E'$ and $E''$.

```lean
/-- A product `f g` is differentiable at a zero of `f`, with derivative `f' g`, when `f` is
differentiable there and `g` is merely continuous there. -/
theorem hasDerivAt_mul_of_zero {f g : ℝ → ℝ} {a x : ℝ} (hf : HasDerivAt f a x)
    (h0 : f x = 0) (hg : ContinuousAt g x) :
    HasDerivAt (fun y => f y * g y) (a * g x) x := by
  rw [hasDerivAt_iff_tendsto_slope] at hf ⊢
  have h := hf.mul (hg.tendsto.mono_left nhdsWithin_le_nhds)
  refine h.congr fun y => ?_
  show _root_.slope f x y * g y = _root_.slope (fun z => f z * g z) x y
  simp only [slope_def_field, h0]
  ring

/-- For a strain measure `f`, the quadratic energy has `E' = B0 V0 f f'` and
`E'' = B0 V0 (f'² + f f'')` near `V0`. -/
theorem strainEnergy_derivs {f f' f'' : ℝ → ℝ} {V0 : ℝ} (B0 : ℝ)
    (hf : IsStrainMeasure V0 f f' f'') :
    (∀ᶠ V in 𝓝 V0, HasDerivAt (strainEnergy B0 V0 f) (B0 * V0 * (f V * f' V)) V) ∧
    (∀ᶠ V in 𝓝 V0, HasDerivAt (fun W => B0 * V0 * (f W * f' W))
      (B0 * V0 * (f' V * f' V + f V * f'' V)) V) := by
  have e : strainEnergy B0 V0 f = fun W => B0 * V0 / 2 * (f W * f W) := by
    funext W
    unfold strainEnergy
    ring
  constructor
  · filter_upwards [hf.first] with V a
    rw [e]
    exact ((a.fun_mul a).const_mul (B0 * V0 / 2)).congr_deriv (by ring)
  · filter_upwards [hf.first, hf.second] with V a b
    exact (a.fun_mul b).const_mul (B0 * V0)
```

**Q:** Is $B_0$ really the bulk modulus, or just a label?

**A:** That is proved: the pressure vanishes at $V_0$ and the bulk modulus there is $B_0V_0^2f'(V_0)^2=B_0$.

```lean
/-- For any strain measure, the quadratic energy has zero pressure and bulk modulus `B0`
at `V0`. -/
theorem equilibrium {f f' f'' : ℝ → ℝ} {V0 : ℝ} (B0 : ℝ)
    (hf : IsStrainMeasure V0 f f' f'') :
    pressure (strainEnergy B0 V0 f) V0 = 0 ∧
    bulkModulus (strainEnergy B0 V0 f) V0 = B0 := by
  obtain ⟨h1, h2⟩ := strainEnergy_derivs B0 hf
  constructor
  · rw [pressure, h1.self_of_nhds.deriv, hf.zero]
    ring
  · have h : deriv (pressure (strainEnergy B0 V0 f)) V0 =
        -(B0 * V0 * (f' V0 * f' V0 + f V0 * f'' V0)) := (deriv_pressure h1 h2).self_of_nhds
    rw [bulkModulus, h, hf.zero]
    linear_combination B0 * (V0 * f' V0 + 1) * hf.slope
```

The main proof assembles `h3`, the third derivative, and `hE2`, the second. It checks that the latter is nonzero and simplifies the ratio.

```lean
/-- The strain measure fixes `dB/dP`: for `E = B0 V0 f²/2` with `B0 > 0` and `f` a strain
measure about `V0`, its value at `V0` is `-1 - 3 V0² f''(V0)`. -/
theorem strain_fixes_bulkModulusDerivative {f f' f'' : ℝ → ℝ} {B0 V0 : ℝ} (hB : 0 < B0)
    (hf : IsStrainMeasure V0 f f' f'') :
    bulkModulusDerivative (strainEnergy B0 V0 f) V0 = -1 - 3 * V0 ^ 2 * f'' V0 := by
  obtain ⟨h1, h2⟩ := strainEnergy_derivs B0 hf
  have a := hf.first.self_of_nhds
  have b := hf.second.self_of_nhds
  -- the third derivative of the energy at V0
  have h3 : HasDerivAt (fun V => B0 * V0 * (f' V * f' V + f V * f'' V))
      (B0 * V0 * (3 * (f' V0 * f'' V0))) V0 :=
    (((b.fun_mul b).fun_add (hasDerivAt_mul_of_zero a hf.zero hf.cont)).const_mul
      (B0 * V0)).congr_deriv (by ring)
  -- the second derivative at V0 is nonzero
  have hE2 : B0 * V0 * (f' V0 * f' V0 + f V0 * f'' V0) = B0 * f' V0 := by
    rw [hf.zero]
    linear_combination B0 * f' V0 * hf.slope
  have hs : f' V0 ≠ 0 := by
    intro h
    have := hf.slope
    rw [h, mul_zero] at this
    exact zero_ne_one this
  have hne : B0 * f' V0 ≠ 0 := mul_ne_zero hB.ne' hs
  have key : bulkModulusDerivative (strainEnergy B0 V0 f) V0 = -1 -
      V0 * (B0 * V0 * (3 * (f' V0 * f'' V0))) /
        (B0 * V0 * (f' V0 * f' V0 + f V0 * f'' V0)) :=
    bulkModulusDerivative_eq h1 h2 h3 (by rw [hE2]; exact hne)
  have q : V0 * (B0 * V0 * (3 * (f' V0 * f'' V0))) / (B0 * f' V0) = 3 * V0 ^ 2 * f'' V0 := by
    rw [div_eq_iff hne]
    ring
  rw [key, hE2, q]
```

**Q:** And the power-law family?

**A:** It has to be shown to satisfy the strain conditions first. Differentiating twice gives the functions in `powerStrain_witness`; inserting $f''(V_0)=(n-1)/V_0^2$ yields $-1-3(n-1)=2-3n$.

```lean
/-- Power-law strain `((V/V0)^n - 1)/n`, for nonzero `n` and `V, V0 > 0`. -/
def powerStrain (n V0 V : ℝ) : ℝ := ((V / V0) ^ n - 1) / n

/-- For `V0 > 0` and nonzero `n`, the power-law strain is a strain measure about `V0`. -/
theorem powerStrain_witness {n V0 : ℝ} (hn : n ≠ 0) (hV : 0 < V0) :
    IsStrainMeasure V0 (powerStrain n V0) (fun V => (V / V0) ^ (n - 1) / V0)
      (fun V => (n - 1) * (V / V0) ^ (n - 2) / V0 ^ 2) := by
  have hp : ∀ p V : ℝ, 0 < V →
      HasDerivAt (fun W => (W / V0) ^ p) (p * (V / V0) ^ (p - 1) / V0) V := fun p V h =>
    (((hasDerivAt_id' V).div_const V0).rpow_const
      (Or.inl (div_pos h hV).ne')).congr_deriv (by ring)
  refine ⟨?_, ?_, ?_, ?_, ?_⟩
  · filter_upwards [Ioi_mem_nhds hV] with V h
    exact (((hp n V h).sub_const 1).div_const n).congr_deriv
      (by rw [mul_div_assoc, mul_div_cancel_left₀ _ hn])
  · filter_upwards [Ioi_mem_nhds hV] with V h
    exact ((hp (n - 1) V h).div_const V0).congr_deriv
      (by rw [show n - 2 = n - 1 - 1 by ring]; ring)
  · exact (((hp (n - 2) V0 hV).const_mul (n - 1)).div_const (V0 ^ 2)).continuousAt
  · rw [powerStrain, div_self hV.ne', Real.one_rpow, sub_self, zero_div]
  · show V0 * ((V0 / V0) ^ (n - 1) / V0) = 1
    rw [div_self hV.ne', Real.one_rpow, mul_one_div_cancel hV.ne']

/-- For `B0, V0 > 0` and nonzero `n`, the energy quadratic in the power-law strain has
`dB/dP = 2 - 3n` at `V0`. -/
theorem powerStrain_bulkModulusDerivative {n B0 V0 : ℝ} (hn : n ≠ 0) (hB : 0 < B0)
    (hV : 0 < V0) :
    bulkModulusDerivative (strainEnergy B0 V0 (powerStrain n V0)) V0 = 2 - 3 * n := by
  rw [strain_fixes_bulkModulusDerivative hB (powerStrain_witness hn hV)]
  show -1 - 3 * V0 ^ 2 * ((n - 1) * (V0 / V0) ^ (n - 2) / V0 ^ 2) = 2 - 3 * n
  rw [div_self hV.ne', Real.one_rpow, mul_one]
  have h : 3 * V0 ^ 2 * ((n - 1) / V0 ^ 2) = 3 * (n - 1) := by field_simp
  linarith
```

**Q:** So by choosing $n$ I can get any value I like?

**A:** Any value $b\ne2$, from exactly one nonzero exponent, $n=(2-b)/3$.

```lean
/-- For `B0, V0 > 0`, each value `b` other than 2 of `dB/dP` at `V0` is produced by exactly
one nonzero exponent of the power-law strain. -/
theorem existsUnique_exponent {b B0 V0 : ℝ} (hb : b ≠ 2) (hB : 0 < B0) (hV : 0 < V0) :
    ∃! n : ℝ, n ≠ 0 ∧
      bulkModulusDerivative (strainEnergy B0 V0 (powerStrain n V0)) V0 = b := by
  have hn : (2 - b) / 3 ≠ 0 := fun h => hb (by linarith)
  refine ⟨(2 - b) / 3, ⟨hn, ?_⟩, fun m hm => ?_⟩
  · rw [powerStrain_bulkModulusDerivative hn hB hV]
    ring
  · have h := hm.2
    rw [powerStrain_bulkModulusDerivative hm.1 hB hV] at h
    linarith
```

The missing value 2 comes from logarithmic strain, for which $f''(V_0)=-1/V_0^2$.

```lean
/-- For `B0, V0 > 0`, the energy quadratic in the logarithmic strain `log (V/V0)` has
`dB/dP = 2` at `V0`. -/
theorem logStrain_bulkModulusDerivative {B0 V0 : ℝ} (hB : 0 < B0) (hV : 0 < V0) :
    bulkModulusDerivative (strainEnergy B0 V0 (fun V => Real.log (V / V0))) V0 = 2 := by
  have hf : IsStrainMeasure V0 (fun V => Real.log (V / V0)) (fun V => V⁻¹)
      (fun V => -(V ^ 2)⁻¹) := by
    refine ⟨?_, ?_, ?_, ?_, mul_inv_cancel₀ hV.ne'⟩
    · filter_upwards [Ioi_mem_nhds hV] with V h
      have h' : V ≠ 0 := ne_of_gt h
      exact (((hasDerivAt_id' V).div_const V0).log
        (div_ne_zero h' hV.ne')).congr_deriv (by field_simp)
    · filter_upwards [Ioi_mem_nhds hV] with V h
      exact hasDerivAt_inv (ne_of_gt h)
    · exact (((hasDerivAt_id' V0).continuousAt.pow 2).inv₀ (pow_ne_zero 2 hV.ne')).neg
    · show Real.log (V0 / V0) = 0
      rw [div_self hV.ne', Real.log_one]
  rw [strain_fixes_bulkModulusDerivative hB hf]
  have h : V0 ^ 2 * (V0 ^ 2)⁻¹ = 1 := mul_inv_cancel₀ (pow_ne_zero 2 hV.ne')
  linear_combination 3 * h

end

end StrainMeasureEquationOfState
```

```lean
#print axioms StrainMeasureEquationOfState.strainEnergy_derivs
#print axioms StrainMeasureEquationOfState.equilibrium
#print axioms StrainMeasureEquationOfState.existsUnique_exponent
#print axioms StrainMeasureEquationOfState.logStrain_bulkModulusDerivative
```

```
'StrainMeasureEquationOfState.strainEnergy_derivs' depends on axioms: [propext, Classical.choice, Quot.sound]
'StrainMeasureEquationOfState.equilibrium' depends on axioms: [propext, Classical.choice, Quot.sound]
'StrainMeasureEquationOfState.existsUnique_exponent' depends on axioms: [propext, Classical.choice, Quot.sound]
'StrainMeasureEquationOfState.logStrain_bulkModulusDerivative' depends on axioms: [propext, Classical.choice, Quot.sound]
```

**Q:** Then what should I change in my fits?

**A:** When you fit electronic-structure energies with this purely quadratic form, treat $dB/dP$ at $V_0$ as an input set by the strain. A cubic term in $f$ would generally add to $E'''(V_0)$ and free that value, but the theorems treat only the quadratic energy. They also concern a single volume variable, with no shear and no explicit temperature, and say nothing about how well any strain describes a real solid.
